# For two levels coupled off the diagonal, the first omitted term bounds the error of the energy series at any coupling strength

## A divergent series that keeps bracketing the energy

A hydrogen molecule in a minimal basis has two closed-shell configurations that mix in the ground state. Let their diagonal energies differ by $\Delta>0$, let $v$ be the matrix element between them, and measure energies from the lower one. When I stretch the bond, $\Delta$ shrinks while $v$ stays finite, and once $|v|>\Delta/2$ the expansion of the ground energy in powers of $v$ diverges.

At $|v|=\Delta$ the exact energy is about $-0.618\,\Delta$, and the successive sums are $-1,\ 0,\ -2,\ 3,\ -11$ in units of $\Delta$. They are useless as a sequence, yet they fall below and above the exact value in strict alternation, and each error is smaller than the next term. The usual estimate for alternating series needs terms that decrease to zero, and these grow. Is this luck, or can I rely on the first omitted term as an error bound here?

## Signs of the errors replace convergence

You can rely on it for this two-level problem, at every order and every coupling. The argument never uses the size of the terms. It shows that an error of the wrong sign is impossible.

### The errors obey a recursion with nonnegative coefficients

Put $w=|v|^2/\Delta^2$. The lower energy in units of the gap is
$$E=\frac{1-\sqrt{1+4w}}{2},\qquad E^2=E+w,\qquad E\le 0 .$$
The quadratic equation follows by squaring: $E^2=\tfrac14\bigl(2+4w-2\sqrt{1+4w}\bigr)=E+w$. The sign holds because the root is at least 1.

Let $C_n$ be the Catalan numbers $1,1,2,5,14,\dots$, defined by $C_0=1$ and $C_{n+1}=\sum_{i=0}^{n}C_iC_{n-i}$. The sum of the first $N$ terms, and its error multiplied by the sign of the next term, are
$$S_N=\sum_{n=0}^{N-1}(-1)^{n+1}C_n w^{n+1},\qquad e_N=(-1)^{N+1}(E-S_N).$$
Thus $e_0=-E$. Adding one term to the sum gives
$$e_{N+1}=C_Nw^{N+1}-e_N. \tag{1}$$
If all $e_N$ are nonnegative, (1) immediately gives $e_N\le C_Nw^{N+1}$. The sign is therefore all that is needed, and it comes from a second recursion:
$$e_{N+1}=-E\,e_N+\sum_{i=0}^{N-1}C_iw^{i+1}e_{N-i}. \tag{2}$$

For $N=0$ the sum is empty, and $e_1=w+E=E^2=-E\,e_0$. Now suppose that (2) holds for $N$. By (1) and the Catalan convolution,
$$\sum_{i=0}^{N}C_iw^{i+1}e_{N+1-i}
=\sum_{i=0}^{N}C_iw^{i+1}\bigl(C_{N-i}w^{N-i+1}-e_{N-i}\bigr)
=C_{N+1}w^{N+2}-\sum_{i=0}^{N}C_iw^{i+1}e_{N-i}.$$
In the last sum, the term $i=N$ is $-E\,C_Nw^{N+1}$, and the others add up to $e_{N+1}+E\,e_N$ by the induction hypothesis. The right side is therefore
$$C_{N+1}w^{N+2}-e_{N+1}+E\bigl(C_Nw^{N+1}-e_N\bigr)=e_{N+2}+E\,e_{N+1},$$
where (1) was used twice. This is (2) for $N+1$.

Since $-E\ge0$ and $C_iw^{i+1}\ge0$, equation (2) writes each error as a nonnegative combination of earlier ones. Starting from $e_0=-E\ge0$, all are nonnegative, so
$$0\le e_N\le C_Nw^{N+1}.$$
Applying the upper bound to $e_{N+1}$ in (1) also gives $e_N\ge C_Nw^{N+1}-C_{N+1}w^{N+2}$. Division by $w^{N+1}$ shows that $e_N/w^{N+1}\to C_N$ as $w\to0^+$, so no smaller constant than $C_N$ would serve for all small couplings.

To return to the Hamiltonian, expand its secular determinant:
$$\det(H-x)=-x(\Delta-x)-|v|^2=x^2-\Delta x-|v|^2 .$$
The roots are $\Delta E$ and $\Delta(1-E)$, and the first is the lower because $E\le0$. Multiplying the bounds by $\Delta$ restores the units, with $\Delta w^{n+1}=|v|^{2n+2}/\Delta^{2n+1}$.

### The bounds in Lean

```lean
import Mathlib

open Finset

namespace EnvelopingEnergySeries

noncomputable section

/-- The lower energy of a two-level system in units of the gap, as a function of the squared
coupling `w ≥ 0` in units of the squared gap. -/
def energy (w : ℝ) : ℝ := (1 - Real.sqrt (1 + 4 * w)) / 2

/-- The perturbation series of the energy, cut off after the term of order `N` in `w`. -/
def partialSum (w : ℝ) (N : ℕ) : ℝ :=
  ∑ n ∈ range N, (-1) ^ (n + 1) * (catalan n : ℝ) * w ^ (n + 1)

/-- The error of the `N`-term sum, multiplied by `(-1) ^ (N + 1)`, which for `w > 0` is the sign of
the first omitted term. -/
def signedError (w : ℝ) (N : ℕ) : ℝ := (-1) ^ (N + 1) * (energy w - partialSum w N)

/-- The two-level Hamiltonian with levels `0` and `Δ` and complex coupling `v`. -/
def twoLevel (Δ : ℝ) (v : ℂ) : Matrix (Fin 2) (Fin 2) ℂ := !![0, v; star v, (Δ : ℂ)]

/-- The energies of the two-level Hamiltonian: the real roots of its secular determinant. -/
def energies (Δ : ℝ) (v : ℂ) : Set ℝ :=
  {x | (twoLevel Δ v - (x : ℂ) • (1 : Matrix (Fin 2) (Fin 2) ℂ)).det = 0}

/-- For `w ≥ 0` the energy solves the quadratic secular equation and is not positive. -/
theorem energy_secular {w : ℝ} (hw : 0 ≤ w) :
    energy w ^ 2 = energy w + w ∧ energy w ≤ 0 := by
  have h := Real.sq_sqrt (show 0 ≤ 1 + 4 * w by linarith)
  have h1 := Real.sqrt_le_sqrt (show (1 : ℝ) ≤ 1 + 4 * w by linarith)
  rw [Real.sqrt_one] at h1
  unfold energy
  constructor
  · linear_combination h / 4
  · linarith

/-- The signed errors of the sums with `N` and `N + 1` terms add up to `catalan N * w ^ (N + 1)`,
which for `w ≥ 0` is the size of the term between them. -/
theorem signedError_succ (w : ℝ) (N : ℕ) :
    signedError w (N + 1) = (catalan N : ℝ) * w ^ (N + 1) - signedError w N := by
  have hs : partialSum w (N + 1)
      = partialSum w N + (-1) ^ (N + 1) * (catalan N : ℝ) * w ^ (N + 1) :=
    Finset.sum_range_succ _ _
  have h : (-1 : ℝ) ^ N * (-1) ^ N = 1 := by
    rw [← mul_pow]
    norm_num
  unfold signedError
  rw [hs]
  linear_combination ((catalan N : ℝ) * w ^ (N + 1)) * h

/-- For `w ≥ 0` each signed error after the one of order zero is a combination of those of lower
order, with the coefficients `-E` and the sizes of the terms of the series. -/
theorem signedError_convolution {w : ℝ} (hw : 0 ≤ w) (N : ℕ) :
    signedError w (N + 1) = -energy w * signedError w N
      + ∑ i ∈ range N, (catalan i : ℝ) * w ^ (i + 1) * signedError w (N - i) := by
  have h0 : signedError w 0 = -energy w := by simp [signedError, partialSum]
  induction N with
  | zero =>
    rw [signedError_succ, h0, Finset.sum_range_zero, catalan_zero, Nat.cast_one]
    linear_combination (-1 : ℝ) * (energy_secular hw).1
  | succ N ih =>
    have hcat : (catalan (N + 1) : ℝ)
        = ∑ i ∈ range (N + 1), (catalan i : ℝ) * (catalan (N - i) : ℝ) := by
      exact_mod_cast (catalan_succ N).trans
        (Finset.sum_range (fun i => catalan i * catalan (N - i))).symm
    -- the Catalan convolution collects the terms of the series
    have hsum : ∑ i ∈ range (N + 1),
          (catalan i : ℝ) * w ^ (i + 1) * signedError w (N + 1 - i)
        = (catalan (N + 1) : ℝ) * w ^ (N + 2)
          - ∑ i ∈ range (N + 1), (catalan i : ℝ) * w ^ (i + 1) * signedError w (N - i) := by
      rw [hcat, Finset.sum_mul, ← Finset.sum_sub_distrib]
      apply Finset.sum_congr rfl
      intro i hi
      have hi' : i ≤ N := by
        have := Finset.mem_range.mp hi
        omega
      have h1 : N + 1 - i = (N - i) + 1 := by omega
      have h2 : w ^ (N + 2) = w ^ (i + 1) * w ^ (N - i + 1) := by
        rw [← pow_add]
        congr 1
        omega
      rw [h1, signedError_succ, h2]
      ring
    rw [hsum, Finset.sum_range_succ, Nat.sub_self, h0, signedError_succ w (N + 1)]
    linear_combination energy w * signedError_succ w N - ih

/-- For `w ≥ 0` the error never has the sign opposite to the first omitted term. -/
theorem signedError_nonneg {w : ℝ} (hw : 0 ≤ w) (N : ℕ) : 0 ≤ signedError w N := by
  have hE := (energy_secular hw).2
  induction N using Nat.strong_induction_on with
  | _ N ih =>
    cases N with
    | zero =>
      have h0 : signedError w 0 = -energy w := by simp [signedError, partialSum]
      linarith
    | succ N =>
      -- every coefficient of the convolution is nonnegative
      rw [signedError_convolution hw]
      exact add_nonneg (mul_nonneg (by linarith) (ih N (by omega)))
        (Finset.sum_nonneg fun i _ => mul_nonneg (by positivity) (ih (N - i) (by omega)))

/-- For every `w ≥ 0` and every order `N`, the error of the perturbation sum has the sign of
the first omitted term, or vanishes, and is at most as large as that term. -/
theorem energy_enveloped {w : ℝ} (hw : 0 ≤ w) (N : ℕ) :
    0 ≤ (-1) ^ (N + 1) * (energy w - partialSum w N) ∧
      (-1) ^ (N + 1) * (energy w - partialSum w N) ≤ (catalan N : ℝ) * w ^ (N + 1) := by
  have h1 := signedError_nonneg hw (N + 1)
  rw [signedError_succ] at h1
  refine ⟨signedError_nonneg hw N, ?_⟩
  change signedError w N ≤ _
  linarith

/-- For `w ≥ 0` the error, multiplied by `(-1) ^ (N + 1)`, is at least the size of the first omitted
term minus the size of the next one. -/
theorem error_lower_bound {w : ℝ} (hw : 0 ≤ w) (N : ℕ) :
    (catalan N : ℝ) * w ^ (N + 1) - (catalan (N + 1) : ℝ) * w ^ (N + 2)
      ≤ (-1) ^ (N + 1) * (energy w - partialSum w N) := by
  have h1 := (energy_enveloped hw (N + 1)).2
  change signedError w (N + 1) ≤ (catalan (N + 1) : ℝ) * w ^ (N + 2) at h1
  rw [signedError_succ] at h1
  change _ ≤ signedError w N
  linarith

/-- For `w ≥ 0` every sum of odd order is a lower bound to the energy, and every sum of even
order is an upper bound. -/
theorem energy_bracketed {w : ℝ} (hw : 0 ≤ w) (j k : ℕ) :
    partialSum w (2 * j + 1) ≤ energy w ∧ energy w ≤ partialSum w (2 * k) := by
  have h1 := (energy_enveloped hw (2 * j + 1)).1
  have h2 := (energy_enveloped hw (2 * k)).1
  rw [show 2 * j + 1 + 1 = 2 * (j + 1) by ring, pow_mul, neg_one_sq, one_pow] at h1
  rw [pow_succ, pow_mul, neg_one_sq, one_pow] at h2
  constructor <;> linarith

/-- For a gap `Δ > 0` the lowest energy of the two-level Hamiltonian is `Δ` times the
function `energy` at `|v|² / Δ²`. -/
theorem isLeast_energy {Δ : ℝ} (hΔ : 0 < Δ) (v : ℂ) :
    IsLeast (energies Δ v) (Δ * energy (‖v‖ ^ 2 / Δ ^ 2)) := by
  have hsec : ∀ x : ℝ, x ∈ energies Δ v ↔ x ^ 2 - Δ * x - ‖v‖ ^ 2 = 0 := by
    intro x
    have hv : v * star v = ((‖v‖ ^ 2 : ℝ) : ℂ) := by
      rw [← Complex.normSq_eq_norm_sq]
      exact Complex.mul_conj v
    have hm : twoLevel Δ v - (x : ℂ) • (1 : Matrix (Fin 2) (Fin 2) ℂ)
        = !![-(x : ℂ), v; star v, (Δ : ℂ) - x] := by
      ext i j
      fin_cases i <;> fin_cases j <;> simp [twoLevel]
    have hd : (twoLevel Δ v - (x : ℂ) • (1 : Matrix (Fin 2) (Fin 2) ℂ)).det
        = ((x ^ 2 - Δ * x - ‖v‖ ^ 2 : ℝ) : ℂ) := by
      rw [hm, Matrix.det_fin_two_of, Complex.ofReal_sub, ← hv]
      push_cast
      ring
    change _ = 0 ↔ _
    rw [hd, Complex.ofReal_eq_zero]
  have hw : 0 ≤ ‖v‖ ^ 2 / Δ ^ 2 := by positivity
  have hV : ‖v‖ ^ 2 / Δ ^ 2 * Δ ^ 2 = ‖v‖ ^ 2 := div_mul_cancel₀ _ (by positivity)
  obtain ⟨he, hneg⟩ := energy_secular hw
  generalize ‖v‖ ^ 2 / Δ ^ 2 = w at *
  constructor
  · rw [hsec]
    linear_combination Δ ^ 2 * he + hV
  · intro x hx
    rw [hsec] at hx
    -- the two roots are `Δ E` and `Δ (1 - E)`
    have hf : (x - Δ * energy w) * (x - Δ * (1 - energy w)) = 0 := by
      linear_combination hx - Δ ^ 2 * he - hV
    rcases mul_eq_zero.mp hf with h | h
    · linarith
    · nlinarith [mul_nonneg hΔ.le (neg_nonneg.mpr hneg)]

/-- For a gap `Δ > 0` and any coupling `v`, the perturbation series of the lowest energy `E₀`
of the two-level Hamiltonian has, at every order, an error with the sign of the first omitted
term, or zero, and at most as large as that term. -/
theorem twoLevel_enveloped {Δ : ℝ} (hΔ : 0 < Δ) (v : ℂ) {E₀ : ℝ}
    (hE : IsLeast (energies Δ v) E₀) (N : ℕ) :
    let err := (-1) ^ (N + 1) * (E₀ - ∑ n ∈ range N,
      (-1) ^ (n + 1) * (catalan n : ℝ) * (‖v‖ ^ (2 * n + 2) / Δ ^ (2 * n + 1)))
    0 ≤ err ∧ err ≤ (catalan N : ℝ) * (‖v‖ ^ (2 * N + 2) / Δ ^ (2 * N + 1)) := by
  intro err
  have hE₀ := hE.unique (isLeast_energy hΔ v)
  have hw : 0 ≤ ‖v‖ ^ 2 / Δ ^ 2 := by positivity
  have hV : ‖v‖ ^ 2 / Δ ^ 2 * Δ ^ 2 = ‖v‖ ^ 2 := div_mul_cancel₀ _ (by positivity)
  obtain ⟨w, hwdef⟩ : ∃ w, w = ‖v‖ ^ 2 / Δ ^ 2 := ⟨_, rfl⟩
  rw [← hwdef] at hE₀ hw hV
  -- each term is `Δ` times the term of the dimensionless series
  have hterm : ∀ n : ℕ, ‖v‖ ^ (2 * n + 2) / Δ ^ (2 * n + 1) = Δ * w ^ (n + 1) := by
    intro n
    rw [div_eq_iff (pow_pos hΔ _).ne']
    calc ‖v‖ ^ (2 * n + 2) = (‖v‖ ^ 2) ^ (n + 1) := by ring
      _ = (w * Δ ^ 2) ^ (n + 1) := by rw [hV]
      _ = Δ * w ^ (n + 1) * Δ ^ (2 * n + 1) := by ring
  have hsum : ∑ n ∈ range N, (-1) ^ (n + 1) * (catalan n : ℝ)
      * (‖v‖ ^ (2 * n + 2) / Δ ^ (2 * n + 1)) = Δ * partialSum w N := by
    unfold partialSum
    rw [Finset.mul_sum]
    apply Finset.sum_congr rfl
    intro n _
    rw [hterm]
    ring
  have herr : err = Δ * ((-1) ^ (N + 1) * (energy w - partialSum w N)) := by
    change (-1) ^ (N + 1) * (E₀ - _) = _
    rw [hsum, hE₀]
    ring
  obtain ⟨hlo, hhi⟩ := energy_enveloped hw N
  rw [herr, hterm]
  refine ⟨mul_nonneg hΔ.le hlo, ?_⟩
  calc Δ * ((-1) ^ (N + 1) * (energy w - partialSum w N))
      ≤ Δ * ((catalan N : ℝ) * w ^ (N + 1)) := mul_le_mul_of_nonneg_left hhi hΔ.le
    _ = (catalan N : ℝ) * (Δ * w ^ (N + 1)) := by ring

end

end EnvelopingEnergySeries
```

```lean
#print axioms EnvelopingEnergySeries.error_lower_bound
#print axioms EnvelopingEnergySeries.energy_bracketed
#print axioms EnvelopingEnergySeries.twoLevel_enveloped
```

```
'EnvelopingEnergySeries.error_lower_bound' depends on axioms: [propext, Classical.choice, Quot.sound]
'EnvelopingEnergySeries.energy_bracketed' depends on axioms: [propext, Classical.choice, Quot.sound]
'EnvelopingEnergySeries.twoLevel_enveloped' depends on axioms: [propext, Classical.choice, Quot.sound]
```

### What the theorems say about the molecule

`twoLevel Δ v` is the Hamiltonian with diagonal entries $0$ and $\Delta$, and `star v` is the complex conjugate of the coupling. `energies Δ v` is the set of real roots of its secular determinant. The matrix is Hermitian, so restricting to real roots loses no energy. The hypothesis `IsLeast (energies Δ v) E₀` says that $E_0$ is one of these roots and that none lies below it: it is the ground energy. `isLeast_energy` supplies such a value, namely $\Delta$ times the dimensionless function `energy`.

The final theorem, `twoLevel_enveloped`, reads: for every $\Delta>0$, every complex $v$ and every natural number $N$, the quantity `err`, which is $(-1)^{N+1}$ times the error of the $N$-term sum for $E_0$, lies between zero and $C_N|v|^{2N+2}/\Delta^{2N+1}$. The case $N=0$ is included and says $-|v|^2/\Delta\le E_0\le0$. `energy_enveloped` is the same statement in units of the gap, for any real $w\ge0$. `energy_bracketed` states the alternation that you saw: sums with an odd number of terms are lower bounds, and those with an even number are upper bounds.

"Order" in the code's comments counts powers of $w$, so $N$ terms reach order $2N$ in the coupling. Odd orders in $v$ vanish because there are only two levels and the perturbation is purely off-diagonal: it takes an even number of steps to return to the starting level. `partialSum` writes the coefficients down explicitly instead of deriving them from perturbation theory. They are nevertheless the Rayleigh–Schrödinger ones, since the bound gives $E=S_N+O(w^{N+1})$ and an expansion in powers is unique.

The condition $\Delta>0$ means that the unperturbed ground state is nondegenerate, as the energy denominators require. The condition $w\ge0$ expresses that the coupling is Hermitian. What remains outside these hypotheses is the reduction of a real molecule to two states, with all diagonal elements placed in the unperturbed Hamiltonian. Further states, or a diagonal part left in the perturbation, change the series, and its signs need not alternate.

### From the quadratic equation to the bounds in Lean

`energy_secular` proves $E^2=E+w$ and $E\le0$ from the defining property of the square root. `signedError w N` is $e_N$, and `signedError_succ` is equation (1), obtained by splitting off the last term of the sum.

`signedError_convolution` is equation (2), by induction on $N$. Its base case uses the quadratic equation. In the induction step, `hcat` is the Catalan recursion and `hsum` is the displayed sum above. Subtraction of natural numbers in Lean stops at zero, so the proof records $i\le N$ before it rewrites $N+1-i$ as $(N-i)+1$. The closing `linear_combination` combines (1), multiplied by $E$, with the induction hypothesis, just as in the derivation.

`signedError_nonneg` uses strong induction, because (2) refers to all the errors from $e_1$ to $e_N$ and not only to the latest. Each product is nonnegative, and so is their sum. `energy_enveloped` then takes positivity at $N$ for the lower bound and at $N+1$, rewritten by (1), for the upper one. `error_lower_bound` applies that upper bound one order higher, and `energy_bracketed` evaluates the sign for odd and even numbers of terms.

In `isLeast_energy`, `hsec` turns the determinant into the real quadratic, and `hf` factors it into the two roots. In `twoLevel_enveloped`, uniqueness of the least element identifies $E_0$ with $\Delta E$. The step `hterm` then converts each term to $\Delta w^{n+1}$, and the dimensionless bounds are multiplied by $\Delta$.

### Using the sums when the coupling exceeds half the gap

In a two-configuration calculation with both diagonal energies in the unperturbed Hamiltonian, the second-order energy is $-|v|^2/\Delta$ and the fourth-order correction is $+|v|^4/\Delta^3$. Whatever the coupling,
$$-\frac{|v|^2}{\Delta}\ \le\ E_0\ \le\ -\frac{|v|^2}{\Delta}+\frac{|v|^4}{\Delta^3}.$$
Second order therefore never underestimates the lowering of the ground state in this model. Møller–Plesset theory has differences of orbital energies in place of $\Delta$, so these bounds do not carry over to it.

Since every sum is a bound, one keeps the highest of the lower bounds and the lowest of the upper bounds. For $w=0.3$, which is past the convergence limit $w=1/4$, the sums in units of $\Delta$ are

| Terms $N$ | $S_N$ | Bound |
|---|---|---|
| 1 | $-0.3000$ | lower |
| 2 | $-0.2100$ | upper |
| 3 | $-0.2640$ | lower |
| 4 | $-0.2235$ | upper |
| 7 | $-0.2558$ | lower |
| 8 | $-0.2276$ | upper |

The exact value is $-0.2416$. The terms shrink up to the eighth, the ninth has the same size, and later ones grow, so the interval from $-0.2558$ to $-0.2276$ is the best that these sums give. At your coupling, $|v|=\Delta$, the best interval is already reached with the first two sums: $-\Delta\le E_0\le0$. The bound is still valid there, but it says little about the energy.
